# Particle–hole symmetry of the bipartite Hubbard Hamiltonian with interaction $(n-\tfrac12)(n-\tfrac12)$

Let a finite lattice carry a sign $\eta_i=\pm1$ on each site $i$, and let the symmetric rational hopping matrix $t_{ij}$ vanish unless $\eta_i\eta_j=-1$. With fermion annihilators $c_{is}$, spin $s\in\{0,1\}$, occupations $n_{is}=c_{is}^\dagger c_{is}$ and a rational coupling $U$, the Hamiltonian

$$H=\sum_{i,j,s}t_{ij}\,c_{is}^\dagger c_{js}+U\sum_i\left(n_{i0}-\tfrac12\right)\left(n_{i1}-\tfrac12\right)$$

is unchanged, with no constant left over, by the simultaneous substitution

$$c_{is}\to\eta_i c_{is}^\dagger,\qquad c_{is}^\dagger\to\eta_i c_{is}.$$

The double sum contains both $(i,j)$ and $(j,i)$, and any minus sign in front of the hopping belongs to $t_{ij}$.

## Comparing particle-number sectors in exact diagonalisation

For this finite, bipartite model with $L$ sites, the spectra of $H$ with $N$ and with $2L-N$ particles must agree, and an exact-diagonalisation code can be tested against this. Agreement does not establish that the fermion signs are right: if all of them are omitted, the operators describe hard-core bosons, for which the two spectra also agree. If the code stores the interaction as $U\sum_i n_{i0}n_{i1}$, the levels at $2L-N$ lie higher than those at $N$ by $U(L-N)$. For fermions, the spectral statements follow from a unitary on Fock space that carries out the substitution above; for hard-core bosons, they follow from one that exchanges each annihilator with its creator without the signs $\eta_i$. The theorems below construct neither unitary.

## Anticommuting the transformed operators

Write $d_{is}$ for the creator $c_{is}^\dagger$, and set $c'_{is}=\eta_i d_{is}$, $d'_{is}=\eta_i c_{is}$. The anticommutators of two $c'$ or of two $d'$ vanish because those of the $d$ and of the $c$ do. The mixed one is

$$\{c'_{is},d'_{jr}\}=\eta_i\eta_j\{d_{is},c_{jr}\}=\eta_i\eta_j\,\delta_{ij}\delta_{sr}=\delta_{ij}\delta_{sr},$$

since $\eta_i^2=1$. The occupations become

$$n'_{is}=d'_{is}c'_{is}=\eta_i^2\,c_{is}d_{is}=1-n_{is}.$$

Hence $n'_{is}-\tfrac12=-(n_{is}-\tfrac12)$. Both factors of the interaction change sign, and their product does not.

Let $T[t]=\sum_{i,j,s}t_{ij}d_{is}c_{js}$. For any symmetric $t$, its transform is

$$T'[t]=\sum_{i,j,s}t_{ij}\eta_i\eta_j\,c_{is}d_{js}
=\sum_{i,j,s}t_{ij}\eta_i\eta_j\left(\delta_{ij}-d_{js}c_{is}\right)
=2\sum_i t_{ii}-T[\eta\eta t],$$

where $(\eta\eta t)_{ij}=\eta_i\eta_jt_{ij}$. The last step exchanges the names $i$ and $j$ and uses $t_{ij}=t_{ji}$; the factor 2 counts spins. In the bipartite case $t_{ii}=0$, because $\eta_i\eta_i=1$, and $\eta_i\eta_jt_{ij}=-t_{ij}$ for every pair. Thus $T'[t]=T[t]$, and $H$ is invariant.

If hopping instead connects only sites of equal sign, then $\eta\eta t=t$ and $T'[t]=2\sum_it_{ii}-T[t]$: such hopping is reversed up to a constant.

For bipartite hopping with a chemical potential $\mu$, the total number $N=\sum_{i,s}n_{is}$ becomes $2L-N$, so

$$H-\mu N\;\to\;H+\mu N-2\mu L.$$

To put the interaction in normal order, move $c_{i0}$ past $d_{i1}$ and then past $c_{i1}$:

$$n_{i0}n_{i1}=d_{i0}c_{i0}d_{i1}c_{i1}=-d_{i0}d_{i1}c_{i0}c_{i1}=d_{i0}d_{i1}c_{i1}c_{i0}.$$

Expanding the shifted product and summing gives

$$\sum_i\left(n_{i0}-\tfrac12\right)\left(n_{i1}-\tfrac12\right)=\sum_i d_{i0}d_{i1}c_{i1}c_{i0}-\tfrac12N+\tfrac L4 .$$

The smallest non-empty case is a single site. Its hopping vanishes, and the energies are $U/4$ for the empty and doubly occupied states and $-U/4$ for the two singly occupied ones. Particle–hole exchange pairs empty with doubly occupied.

## Definitions and proofs in Lean

```lean
import Mathlib

open Matrix
open scoped Kronecker

namespace HubbardParticleHole

noncomputable section

variable {ι A : Type*} [Ring A]

/-- Canonical anticommutation relations for annihilators `c i s` and creators `d i s`
at site `i` with spin `s`. -/
structure IsCAR [DecidableEq ι] (c d : ι → Fin 2 → A) : Prop where
  cc : ∀ i j s r, c i s * c j r + c j r * c i s = 0
  dd : ∀ i j s r, d i s * d j r + d j r * d i s = 0
  cd : ∀ i j s r, c i s * d j r + d j r * c i s = if i = j ∧ s = r then 1 else 0

/-- The occupation number of site `i` and spin `s`. -/
def number (c d : ι → Fin 2 → A) (i : ι) (s : Fin 2) : A := d i s * c i s

/-- The total particle number. -/
def totalNumber [Fintype ι] (c d : ι → Fin 2 → A) : A := ∑ i, ∑ s, number c d i s

variable [Algebra ℚ A]

/-- A family of operators multiplied by a site-dependent factor `η i`. -/
def staggered (η : ι → ℚ) (x : ι → Fin 2 → A) : ι → Fin 2 → A := fun i s => η i • x i s

/-- The spin-independent hopping term with amplitudes `t i j`. -/
def hopping [Fintype ι] (t : ι → ι → ℚ) (c d : ι → Fin 2 → A) : A :=
  ∑ i, ∑ j, ∑ s, t i j • (d i s * c j s)

/-- The on-site interaction, with each occupation measured from one half. -/
def interaction [Fintype ι] (c d : ι → Fin 2 → A) : A :=
  ∑ i, (number c d i 0 - (1 / 2 : ℚ) • (1 : A)) * (number c d i 1 - (1 / 2 : ℚ) • (1 : A))

/-- The Hubbard Hamiltonian with hopping `t` and on-site coupling `U`. -/
def hubbard [Fintype ι] (t : ι → ι → ℚ) (U : ℚ) (c d : ι → Fin 2 → A) : A :=
  hopping t c d + U • interaction c d

lemma sign_sq {η : ι → ℚ} (hη : ∀ i, η i = 1 ∨ η i = -1) (i : ι) : η i * η i = 1 := by
  rcases hη i with h | h <;> simp [h]

lemma smul_anticomm (a b : ℚ) (x y : A) :
    (a • x) * (b • y) + (b • y) * (a • x) = (a * b) • (x * y + y * x) := by
  rw [smul_mul_smul_comm, smul_mul_smul_comm, mul_comm b a, smul_add]

variable [DecidableEq ι] {c d : ι → Fin 2 → A} {η : ι → ℚ}

/-- The particle-hole transformed operators again satisfy the canonical
anticommutation relations. -/
theorem staggered_isCAR (h : IsCAR c d) (hη : ∀ i, η i = 1 ∨ η i = -1) :
    IsCAR (staggered η d) (staggered η c) where
  cc i j s r := by
    simp only [staggered]
    rw [smul_anticomm, h.dd, smul_zero]
  dd i j s r := by
    simp only [staggered]
    rw [smul_anticomm, h.cc, smul_zero]
  cd i j s r := by
    simp only [staggered]
    rw [smul_anticomm, add_comm (d i s * c j r), h.cd j i r s]
    by_cases e : i = j ∧ s = r
    · obtain ⟨rfl, rfl⟩ := e
      rw [sign_sq hη, one_smul]
    · have e' : ¬ (j = i ∧ r = s) := fun q => e ⟨q.1.symm, q.2.symm⟩
      rw [if_neg e, if_neg e', smul_zero]

/-- The transformation exchanges particles and holes: each occupation `n` becomes `1 - n`. -/
theorem number_particleHole (h : IsCAR c d) (hη : ∀ i, η i = 1 ∨ η i = -1) (i : ι) (s : Fin 2) :
    number (staggered η d) (staggered η c) i s = 1 - number c d i s := by
  have h1 := h.cd i i s s
  rw [if_pos ⟨rfl, rfl⟩] at h1
  simp only [number, staggered]
  rw [smul_mul_smul_comm, sign_sq hη, one_smul]
  exact eq_sub_of_add_eq h1

variable [Fintype ι] {t : ι → ι → ℚ}

/-- For any symmetric hopping matrix, the transformed hopping term is twice the trace of `t`
minus the hopping term with amplitudes `η i * η j * t i j`. -/
theorem hopping_particleHole (h : IsCAR c d) (hη : ∀ i, η i = 1 ∨ η i = -1)
    (ht : ∀ i j, t i j = t j i) :
    hopping t (staggered η d) (staggered η c) =
      (2 * ∑ i, t i i) • (1 : A) - hopping (fun i j => η i * η j * t i j) c d := by
  -- anticommute each pair back into creator-annihilator order
  have key : ∀ i j s, t i j • (staggered η c i s * staggered η d j s) =
      (if i = j then t i i else 0) • (1 : A) - (η j * η i * t j i) • (d j s * c i s) := by
    intro i j s
    have h2 : c i s * d j s = (if i = j then 1 else 0) - d j s * c i s := by
      rw [eq_sub_iff_add_eq, h.cd i j s s]
      simp
    simp only [staggered]
    rw [smul_mul_smul_comm, h2, ht j i]
    by_cases e : i = j
    · subst e
      rw [if_pos rfl, if_pos rfl, sign_sq hη]
      module
    · rw [if_neg e, if_neg e]
      module
  have hdiag : ∑ i, ∑ j, ∑ _s : Fin 2, (if i = j then t i i else 0) • (1 : A) =
      (2 * ∑ i, t i i) • (1 : A) := by
    rw [Finset.mul_sum, Finset.sum_smul]
    refine Finset.sum_congr rfl fun i _ => ?_
    simp only [Fin.sum_univ_two, Finset.sum_add_distrib, ite_smul, zero_smul,
      Finset.sum_ite_eq, Finset.mem_univ, if_true]
    module
  simp only [hopping, key, Finset.sum_sub_distrib]
  exact congrArg₂ (· - ·) hdiag Finset.sum_comm

/-- Hubbard particle-hole symmetry: if symmetric hopping only connects sites of opposite sign,
replacing each annihilator by `η i` times the creator and conversely leaves the Hamiltonian
unchanged. -/
theorem hubbard_particleHole (h : IsCAR c d) (hη : ∀ i, η i = 1 ∨ η i = -1)
    (ht : ∀ i j, t i j = t j i) (hb : ∀ i j, η i * η j ≠ -1 → t i j = 0) (U : ℚ) :
    hubbard t U (staggered η d) (staggered η c) = hubbard t U c d := by
  have h0 : ∀ i, t i i = 0 := fun i => hb i i (by rw [sign_sq hη]; norm_num)
  have h1 : ∀ i j, η i * η j * t i j = -t i j := by
    intro i j
    by_cases e : η i * η j = -1
    · rw [e]; ring
    · rw [hb i j e]; ring
  have hhop : hopping t (staggered η d) (staggered η c) = hopping t c d := by
    rw [hopping_particleHole h hη ht]
    simp only [hopping, h0, h1, neg_smul, Finset.sum_neg_distrib, Finset.sum_const_zero,
      mul_zero, zero_smul, zero_sub, neg_neg]
  -- both factors of the interaction change sign
  have hflip : ∀ x : A, 1 - x - (1 / 2 : ℚ) • (1 : A) = -(x - (1 / 2 : ℚ) • (1 : A)) := by
    intro x
    module
  have hint : interaction (staggered η d) (staggered η c) = interaction c d := by
    simp only [interaction, number_particleHole h hη, hflip, neg_mul_neg]
  rw [hubbard, hubbard, hhop, hint]

/-- Symmetric hopping that only connects sites of equal sign is reversed by the transformation, up
to a constant. -/
theorem sameSublattice_hopping (h : IsCAR c d) (hη : ∀ i, η i = 1 ∨ η i = -1)
    (ht : ∀ i j, t i j = t j i) (hs : ∀ i j, η i * η j ≠ 1 → t i j = 0) :
    hopping t (staggered η d) (staggered η c) = (2 * ∑ i, t i i) • (1 : A) - hopping t c d := by
  have h1 : ∀ i j, η i * η j * t i j = t i j := by
    intro i j
    by_cases e : η i * η j = 1
    · rw [e, one_mul]
    · rw [hs i j e, mul_zero]
  rw [hopping_particleHole h hη ht]
  simp only [h1]

/-- For symmetric hopping that only connects sites of opposite sign, the transformation reverses the
sign of the chemical potential `μ` and adds a constant. -/
theorem chemicalPotential_particleHole (h : IsCAR c d) (hη : ∀ i, η i = 1 ∨ η i = -1)
    (ht : ∀ i j, t i j = t j i) (hb : ∀ i j, η i * η j ≠ -1 → t i j = 0) (U μ : ℚ) :
    hubbard t U (staggered η d) (staggered η c)
        - μ • totalNumber (staggered η d) (staggered η c) =
      hubbard t U c d + μ • totalNumber c d - (2 * μ * (Fintype.card ι : ℚ)) • (1 : A) := by
  have hN : totalNumber (staggered η d) (staggered η c) =
      (2 * (Fintype.card ι : ℚ)) • (1 : A) - totalNumber c d := by
    simp only [totalNumber, number_particleHole h hη, Finset.sum_sub_distrib,
      Finset.sum_const, Finset.card_univ, Fintype.card_fin]
    module
  rw [hubbard_particleHole h hη ht hb, hN]
  module

/-- The interaction in normal order: a two-body term, minus half the particle number,
plus one quarter per site. -/
theorem interaction_normalOrdered (h : IsCAR c d) :
    interaction c d = ∑ i, d i 0 * d i 1 * c i 1 * c i 0
      - (1 / 2 : ℚ) • totalNumber c d + ((Fintype.card ι : ℚ) / 4) • (1 : A) := by
  have key : ∀ i, number c d i 0 * number c d i 1 = d i 0 * d i 1 * c i 1 * c i 0 := by
    intro i
    have h1 : c i 0 * d i 1 + d i 1 * c i 0 = 0 := by simpa using h.cd i i 0 1
    have h2 := h.cc i i 0 1
    calc d i 0 * c i 0 * (d i 1 * c i 1)
        = d i 0 * (c i 0 * d i 1 + d i 1 * c i 0) * c i 1
          - d i 0 * d i 1 * (c i 0 * c i 1 + c i 1 * c i 0)
          + d i 0 * d i 1 * c i 1 * c i 0 := by noncomm_ring
      _ = d i 0 * d i 1 * c i 1 * c i 0 := by rw [h1, h2]; simp
  have expand : ∀ x y : A, (x - (1 / 2 : ℚ) • (1 : A)) * (y - (1 / 2 : ℚ) • (1 : A)) =
      x * y - (1 / 2 : ℚ) • (x + y) + (1 / 4 : ℚ) • (1 : A) := by
    intro x y
    simp only [sub_mul, mul_sub, smul_mul_assoc, mul_smul_comm, one_mul, mul_one]
    module
  simp only [interaction, expand, key, totalNumber, Fin.sum_univ_two, Finset.sum_add_distrib,
    Finset.sum_sub_distrib, ← Finset.smul_sum, Finset.sum_const, Finset.card_univ]
  module

/-- Matrices on the four states of one site: empty, spin 0, spin 1, doubly occupied. -/
abbrev Site := Matrix (Fin 4) (Fin 4) ℚ

/-- The fermion parity of one site. -/
def parity : Site := !![1, 0, 0, 0; 0, -1, 0, 0; 0, 0, -1, 0; 0, 0, 0, 1]

/-- The two annihilators of one site. -/
def siteC : Fin 2 → Site :=
  ![!![0, 1, 0, 0; 0, 0, 0, 0; 0, 0, 0, 1; 0, 0, 0, 0],
    !![0, 0, 1, 0; 0, 0, 0, -1; 0, 0, 0, 0; 0, 0, 0, 0]]

/-- One-site operators placed on either site of a dimer, with a parity string
on the first site for operators of the second. -/
def dimer (x : Fin 2 → Site) : Fin 2 → Fin 2 → Matrix (Fin 4 × Fin 4) (Fin 4 × Fin 4) ℚ :=
  ![fun s => x s ⊗ₖ (1 : Site), fun s => parity ⊗ₖ x s]

lemma dimer_transpose (x : Fin 2 → Site) (i s : Fin 2) :
    (dimer x i s)ᵀ = dimer (fun r => (x r)ᵀ) i s := by
  have hP : parityᵀ = parity := by decide +kernel
  match i with
  | 0 =>
    change (x s ⊗ₖ (1 : Site))ᵀ = (x s)ᵀ ⊗ₖ (1 : Site)
    rw [← Matrix.kroneckerMap_transpose, Matrix.transpose_one]
  | 1 =>
    change (parity ⊗ₖ x s)ᵀ = parity ⊗ₖ (x s)ᵀ
    rw [← Matrix.kroneckerMap_transpose, hP]

lemma dimer_anticomm (x y : Fin 2 → Site) (δ : Fin 2 → Fin 2 → ℚ)
    (hx : ∀ s, x s * parity + parity * x s = 0) (hy : ∀ s, y s * parity + parity * y s = 0)
    (hxy : ∀ s r, x s * y r + y r * x s = δ s r • (1 : Site)) (i j s r : Fin 2) :
    dimer x i s * dimer y j r + dimer y j r * dimer x i s =
      if i = j then δ s r • 1 else 0 := by
  have hP : parity * parity = 1 := by decide +kernel
  have k00 : (x s ⊗ₖ (1 : Site)) * (y r ⊗ₖ (1 : Site))
      + (y r ⊗ₖ (1 : Site)) * (x s ⊗ₖ (1 : Site)) = δ s r • 1 := by
    rw [← Matrix.mul_kronecker_mul, ← Matrix.mul_kronecker_mul, Matrix.one_mul,
      ← Matrix.add_kronecker, hxy, Matrix.smul_kronecker, Matrix.one_kronecker_one]
  have k01 : (x s ⊗ₖ (1 : Site)) * (parity ⊗ₖ y r)
      + (parity ⊗ₖ y r) * (x s ⊗ₖ (1 : Site)) = 0 := by
    rw [← Matrix.mul_kronecker_mul, ← Matrix.mul_kronecker_mul, Matrix.one_mul,
      Matrix.mul_one, ← Matrix.add_kronecker, hx, Matrix.zero_kronecker]
  have k10 : (parity ⊗ₖ x s) * (y r ⊗ₖ (1 : Site))
      + (y r ⊗ₖ (1 : Site)) * (parity ⊗ₖ x s) = 0 := by
    rw [← Matrix.mul_kronecker_mul, ← Matrix.mul_kronecker_mul, Matrix.one_mul,
      Matrix.mul_one, ← Matrix.add_kronecker, add_comm (parity * y r), hy,
      Matrix.zero_kronecker]
  have k11 : (parity ⊗ₖ x s) * (parity ⊗ₖ y r)
      + (parity ⊗ₖ y r) * (parity ⊗ₖ x s) = δ s r • 1 := by
    rw [← Matrix.mul_kronecker_mul, ← Matrix.mul_kronecker_mul, ← Matrix.kronecker_add,
      hxy, Matrix.kronecker_smul, hP, Matrix.one_kronecker_one]
  match i, j with
  | 0, 0 => exact k00.trans (if_pos rfl).symm
  | 0, 1 => exact k01.trans (if_neg (by decide)).symm
  | 1, 0 => exact k10.trans (if_neg (by decide)).symm
  | 1, 1 => exact k11.trans (if_pos rfl).symm

/-- The explicit dimer matrices and their transposes satisfy the canonical anticommutation
relations for two sites with two spin states each. -/
theorem isCAR_witness : IsCAR (dimer siteC) (fun i s => (dimer siteC i s)ᵀ) := by
  have ha : ∀ s, siteC s * parity + parity * siteC s = 0 := by decide +kernel
  have hb : ∀ s, (siteC s)ᵀ * parity + parity * (siteC s)ᵀ = 0 := by decide +kernel
  have haa : ∀ s r, siteC s * siteC r + siteC r * siteC s = (0 : ℚ) • (1 : Site) := by
    decide +kernel
  have hbb : ∀ s r, (siteC s)ᵀ * (siteC r)ᵀ + (siteC r)ᵀ * (siteC s)ᵀ
      = (0 : ℚ) • (1 : Site) := by decide +kernel
  have hab : ∀ s r, siteC s * (siteC r)ᵀ + (siteC r)ᵀ * siteC s
      = (if s = r then (1 : ℚ) else 0) • (1 : Site) := by decide +kernel
  simp only [dimer_transpose]
  refine ⟨fun i j s r => ?_, fun i j s r => ?_, fun i j s r => ?_⟩
  · rw [dimer_anticomm _ _ (fun _ _ => 0) ha ha haa]
    simp
  · rw [dimer_anticomm _ _ (fun _ _ => 0) hb hb hbb]
    simp
  · rw [dimer_anticomm _ _ (fun s r => if s = r then 1 else 0) ha hb hab]
    by_cases e : i = j <;> by_cases f : s = r <;> simp [e, f]

end

end HubbardParticleHole
```

```lean
#print axioms HubbardParticleHole.hubbard_particleHole
#print axioms HubbardParticleHole.sameSublattice_hopping
#print axioms HubbardParticleHole.chemicalPotential_particleHole
#print axioms HubbardParticleHole.interaction_normalOrdered
```

```
'HubbardParticleHole.hubbard_particleHole' depends on axioms: [propext, Classical.choice, Quot.sound]
'HubbardParticleHole.sameSublattice_hopping' depends on axioms: [propext, Classical.choice, Quot.sound]
'HubbardParticleHole.chemicalPotential_particleHole' depends on axioms: [propext, Classical.choice, Quot.sound]
'HubbardParticleHole.interaction_normalOrdered' depends on axioms: [propext, Classical.choice, Quot.sound]
```

## How the Lean statement encodes the lattice model

The main theorem is `hubbard_particleHole`. The type `ι` is the finite set of sites, `Fin 2` labels spin, and `A` is any algebra over the rationals. `IsCAR c d` states the canonical anticommutation relations, with annihilators first and creators second. The call `hubbard t U (staggered η d) (staggered η c)` therefore puts $\eta_i d_{is}$ in the annihilator's place and $\eta_i c_{is}$ in the creator's. The hypotheses `hη`, `ht` and `hb` say that the signs are $\pm1$, that $t$ is symmetric, and that it is bipartite. The last stands for a lattice with two sublattices and hopping only between them.

`staggered_isCAR` and `number_particleHole` prove the first two steps of the derivation. In `hopping_particleHole`, `key` anticommutes one pair, treating $i=j$ and $i\ne j$ separately; `hdiag` sums the diagonal constants, and `Finset.sum_comm` exchanges the site sums. The main proof then obtains the zero diagonal from `h0`, the sign of the amplitudes from `h1`, and the sign change of each interaction factor from `hflip`.

`sameSublattice_hopping` and `chemicalPotential_particleHole` specialise or extend these identities. `interaction_normalOrdered` uses `noncomm_ring` to expose the two anticommutators that vanish in the reordering.

`isCAR_witness` supplies a concrete two-site model in $16\times16$ matrices, with transposes as creators. `dimer_anticomm` reduces its relations to identities between $4\times4$ matrices, which `decide +kernel` evaluates; the parity factor makes operators on different sites anticommute.

## Rational amplitudes and abstract creators

The result is an equality of algebra elements, so it holds in every matrix representation of the relations, whatever the ordering of the modes. It does not certify a particular program's matrices: those must satisfy `IsCAR`, and rounding error is not modelled. The theorem covers finite lattices, two spin states, spin-independent rational hopping and one rational $U$ for all sites. Complex hopping phases, such as those from a magnetic flux, are not included. In the general theorems `d` is not required to be the adjoint of `c`, so Hermiticity plays no part.

Another model would take complex Fock space and a unitary $W$ with $Wc_{is}W^{-1}=\eta_ic_{is}^\dagger$, and state the symmetry as $WHW^{-1}=H$. That would require building $W$, but would give the agreement of the sectors $N$ and $2L-N$ directly. The algebraic version needs neither a state space nor an inner product.
